# Every power of x + iy is harmonic

The theorem `complex_powers_harmonic` takes two different coordinates x and y out of finitely many and states that every power (x + iy)ⁿ, with n a natural number, solves Laplace's equation. Here the powers are unnormalised polynomials with complex coefficients, and the Laplacian is the formal sum of second partial derivatives over all the coordinates. The theorem also states that x + iy is not a constant. For the powers, the attempt shows that x + iy has zero Laplacian and that its squared gradient, taken without complex conjugation, is 1 + i² = 0, and then applies `all_powers_harmonic`. For the second claim it differentiates with respect to x, which would give 1 = 0 if the form were constant.

In Lean, a first try:

```lean
import Mathlib

open MvPolynomial

namespace HarmonicPowers

noncomputable section

variable {σ R : Type*} [Fintype σ] [CommRing R]

/-- The Laplacian of a polynomial: the sum of its second partial derivatives. -/
def laplacian (p : MvPolynomial σ R) : MvPolynomial σ R :=
  ∑ i, pderiv i (pderiv i p)

/-- The squared gradient of a polynomial: the sum of the squares of its first partial
derivatives, without complex conjugation. -/
def gradSq (p : MvPolynomial σ R) : MvPolynomial σ R :=
  ∑ i, (pderiv i p) ^ 2

/-- The linear form `x_i + i x_j` built from two coordinates, with complex coefficients. -/
def isotropicForm (i j : σ) : MvPolynomial σ ℂ :=
  X i + C Complex.I * X j

/-- The Laplacian of a power splits into a term with the Laplacian of `p` and a term with
its squared gradient. -/
theorem laplacian_pow (p : MvPolynomial σ R) (n : ℕ) :
    laplacian (p ^ (n + 2)) =
      ((n : MvPolynomial σ R) + 2) * p ^ (n + 1) * laplacian p
        + ((n : MvPolynomial σ R) + 2) * ((n : MvPolynomial σ R) + 1) * p ^ n * gradSq p := by
  -- the chain rule for one derivative of a power
  have h1 : ∀ (i : σ) (m : ℕ),
      pderiv i (p ^ (m + 1)) = (m + 1) • (p ^ m * pderiv i p) := by
    intro i m
    rw [Derivation.leibniz_pow]
    simp only [Nat.add_sub_cancel, smul_eq_mul]
  -- the second derivative in one direction
  have h2 : ∀ i : σ, pderiv i (pderiv i (p ^ (n + 2))) =
      ((n : MvPolynomial σ R) + 2) * p ^ (n + 1) * pderiv i (pderiv i p)
        + ((n : MvPolynomial σ R) + 2) * ((n : MvPolynomial σ R) + 1) * p ^ n
          * (pderiv i p) ^ 2 := by
    intro i
    rw [h1 i (n + 1), map_nsmul, pderiv_mul, h1 i n]
    simp only [nsmul_eq_mul]
    push_cast
    ring
  unfold laplacian gradSq
  rw [Finset.sum_congr rfl fun i _ => h2 i, Finset.sum_add_distrib,
    ← Finset.mul_sum, ← Finset.mul_sum]

/-- If a polynomial is harmonic and its squared gradient vanishes, then all its powers
are harmonic. -/
theorem all_powers_harmonic {p : MvPolynomial σ R}
    (hp : laplacian p = 0) (hg : gradSq p = 0) (k : ℕ) : laplacian (p ^ k) = 0 := by
  match k with
  | 0 => simp [laplacian]
  | 1 => rw [pow_one, hp]
  | m + 2 => rw [laplacian_pow, hp, hg, mul_zero, mul_zero, add_zero]

/-- Over the complex numbers, for two different coordinates, every power of `x_i + i x_j`
is harmonic, and `x_i + i x_j` is not constant. -/
theorem complex_powers_harmonic {i j : σ} (hij : i ≠ j) :
    (∀ n : ℕ, laplacian (isotropicForm i j ^ n) = 0) ∧
      ∀ c : ℂ, isotropicForm i j ≠ C c := by
  classical
  have hk : ∀ k : σ, pderiv k (isotropicForm i j) =
      (if i = k then 1 else 0) + C Complex.I * (if j = k then 1 else 0) := by
    intro k
    rw [isotropicForm, map_add, pderiv_mul, pderiv_C, zero_mul, zero_add,
      pderiv_X, pderiv_X, Pi.single_apply, Pi.single_apply]
  have hI : (C Complex.I : MvPolynomial σ ℂ) ^ 2 = -1 := by
    rw [← C_pow, Complex.I_sq, map_neg, map_one]
  constructor
  · apply all_powers_harmonic
    · refine Finset.sum_eq_zero fun k _ => ?_
      rw [hk]
      split_ifs <;> simp
    · -- the two nonzero squares are 1 and -1
      have hs : ∀ k : σ, (pderiv k (isotropicForm i j)) ^ 2 =
          (if i = k then 1 else 0) - (if j = k then 1 else 0) := by
        intro k
        rw [hk]
        by_cases h1 : i = k
        · have h2 : ¬ j = k := fun h => hij (h1.trans h.symm)
          simp [h1, h2]
        · by_cases h2 : j = k
          · rw [if_neg h1, if_pos h2, if_neg h1, if_pos h2, zero_add, mul_one, hI, zero_sub]
          · simp [h1, h2]
      rw [gradSq, Finset.sum_congr rfl fun k _ => hs k, Finset.sum_sub_distrib]
      simp
  · intro c hc
    have h := congrArg (pderiv i) hc
    rw [hk, pderiv_C, if_pos rfl, if_neg hij.symm, mul_zero, add_zero] at h
    exact one_ne_zero h

end

end HarmonicPowers
```

The error:

```
Main.lean:86:38: error: Tactic `rewrite` failed: Did not find an occurrence of the pattern
  if i = k then ?m.351 else ?m.352
in the target expression
  (0 + C Complex.I * 1) ^ 2 = 0 - 1

case pos
σ : Type u_1
inst✝ : Fintype σ
i j : σ
hij : i ≠ j
hk : ∀ (k : σ), (pderiv k) (isotropicForm i j) = (if i = k then 1 else 0) + C Complex.I * if j = k then 1 else 0
hI : C Complex.I ^ 2 = -1
k : σ
h1 : ¬i = k
h2 : j = k
⊢ (0 + C Complex.I * 1) ^ 2 = 0 - 1
```

As a diff, the version that Lean accepts:

```diff
@@ -84,5 +84,5 @@
           simp [h1, h2]
         · by_cases h2 : j = k
-          · rw [if_neg h1, if_pos h2, if_neg h1, if_pos h2, zero_add, mul_one, hI, zero_sub]
+          · rw [if_neg h1, if_pos h2, zero_add, mul_one, hI, zero_sub]
           · simp [h1, h2]
       rw [gradSq, Finset.sum_congr rfl fun k _ => hs k, Finset.sum_sub_distrib]
```

Diagnosis. The error lies in the computation of the squared gradient, in the case where `k` is the second coordinate `j`. The message says that `rw` found no expression of the form `if i = k then … else …` left to rewrite.

The goal at first contains `if i = k then 1 else 0` on both sides of the equation, and the proof lists `if_neg h1` twice, once for each side. But once `rw` has fixed its pattern by the first match, it rewrites every instance of that pattern. The first `if_neg h1` therefore turns both copies into `0`, and the first `if_pos h2` likewise turns both copies of `if j = k then 1 else 0` into `1`. The second `if_neg h1` then meets the goal `(0 + C Complex.I * 1) ^ 2 = 0 - 1`, which has no conditional left, and fails.

The repair deletes the second `if_neg h1` and the second `if_pos h2`. The remaining rewrites simplify the left side to `-1` by way of `hI`, and the right side to `-1` by `zero_sub`, which closes the goal.
